# For spin-½ fermions on two distinct sites, hopping there and back equals $n_i-\tfrac12 n_in_j-2\,\mathbf S_i\cdot\mathbf S_j$

## Can a hop there and back be written with occupations and spins alone?

I would like to treat the fermion operators as elements of an abstract complex algebra, known only through their anticommutators, and not as matrices on a chosen Fock space. Each site has a single orbital. Let $c_{is}$ annihilate and $d_{is}$ create a fermion on site $i$ with spin $s$. The operator $T_{ij}=\sum_s d_{is}c_{js}$ moves a fermion from site $j$ to site $i$, and $n_i=T_{ii}$ counts the fermions on site $i$. With $\mathbf S_i$ the spin on site $i$, in units of $\hbar$, the claim for $i\neq j$ is

$$T_{ij}T_{ji}=n_i-\tfrac12 n_in_j-2\,\mathbf S_i\cdot\mathbf S_j .$$

Combined with a strong on-site repulsion, treated in second-order perturbation theory, this identity turns spin-independent hopping into a spin-spin coupling. The signs are easy to lose when the operators are reordered. Can the identity be made rigorous and checked by machine?

## Three anticommutators and one spin identity

Yes, and the abstract setting is enough: the identity follows from the anticommutators, with no vacuum, inner product or dimension. The spin label $s$ takes the values 0 (up) and 1 (down), and the relations are

$$\{c_{is},c_{jt}\}=0,\qquad \{d_{is},d_{jt}\}=0,\qquad \{c_{is},d_{jt}\}=\delta_{ij}\delta_{st}.$$

**Reordering.** The product $T_{ij}T_{ji}$ is the sum over $s,t$ of $d_{is}c_{js}d_{jt}c_{it}$. Three exchanges bring the operators of each site together:

$$\begin{aligned}
d_{is}c_{js}d_{jt}c_{it}
&=\delta_{st}\,d_{is}c_{it}-d_{is}d_{jt}c_{js}c_{it}\\
&=\delta_{st}\,d_{is}c_{it}+d_{is}d_{jt}c_{it}c_{js}\\
&=\delta_{st}\,d_{is}c_{it}-d_{is}c_{it}d_{jt}c_{js}.
\end{aligned}$$

The last step uses $i\neq j$. Summing over both spins gives

$$T_{ij}T_{ji}=n_i-\sum_{s,t}d_{is}c_{it}\,d_{jt}c_{js}.$$

**Spin exchange.** Write $E^i_{st}=d_{is}c_{it}$. The spin components are

$$S^x_i=\tfrac12(E^i_{01}+E^i_{10}),\quad S^y_i=\tfrac{\mathrm i}{2}(E^i_{10}-E^i_{01}),\quad S^z_i=\tfrac12(E^i_{00}-E^i_{11}).$$

Multiplying out, with the site-$i$ factor kept on the left, gives

$$S^x_iS^x_j+S^y_iS^y_j=\tfrac12\left(E^i_{01}E^j_{10}+E^i_{10}E^j_{01}\right),$$

$$\tfrac12n_in_j+2S^z_iS^z_j=E^i_{00}E^j_{00}+E^i_{11}E^j_{11}.$$

Twice the first line plus the second is

$$\sum_{s,t}E^i_{st}E^j_{ts}=\tfrac12n_in_j+2\,\mathbf S_i\cdot\mathbf S_j,$$

and substituting this into the reordered product proves the claim.

**Single occupancy.** Let $P$ satisfy $n_iP=P$ and $n_jP=P$. Then $n_in_jP=P$, so

$$T_{ij}T_{ji}P=2\left(\tfrac14-\mathbf S_i\cdot\mathbf S_j\right)P.$$

The left side is zero exactly when $\mathbf S_i\cdot\mathbf S_j\,P=\tfrac14P$, which is the triplet value.

### A singlet and a triplet in numbers

On Fock space with vacuum $|0\rangle$, take the normalised singlet

$$|\sigma\rangle=\tfrac1{\sqrt2}\left(d_{i0}d_{j1}-d_{i1}d_{j0}\right)|0\rangle.$$

The first hop gives $T_{ji}|\sigma\rangle=\sqrt2\,d_{j0}d_{j1}|0\rangle$, because the two terms add. The return hop gives $T_{ij}d_{j0}d_{j1}|0\rangle=\sqrt2\,|\sigma\rangle$. The product therefore has eigenvalue 2, in agreement with $1-\tfrac12-2(-\tfrac34)=2$.

For the triplet state $d_{i0}d_{j0}|0\rangle$, the first hop would put two up spins on site $j$ and gives zero. The formula agrees: $1-\tfrac12-2\cdot\tfrac14=0$.

### What the Lean theorems say

`A` is any ring that is also an algebra over ℂ, and `ι` is any set of sites, finite or infinite. The structure `CAR c d` contains the three families of anticommutators. Nothing requires `d i s` to be the adjoint of `c i s`; in the physical representation it is.

`hop c d i j` is $T_{ij}$, with the destination first, and `hop c d i i` is $n_i$. The definitions `spinX`, `spinY` and `spinZ` are the components above, including the factor ½, and `spinDot` is their scalar product. The notation `•` multiplies an algebra element by a complex number.

The theorem `superexchange` assumes `CAR c d` and `i ≠ j` and states the full operator identity. It places no restriction on the occupations, so empty and doubly occupied sites are included.

`HalfFilled c d i j P` expresses single occupancy through the two equations $n_iP=P$ and $n_jP=P$. Here `P` need not be a projector; the projector onto singly occupied states is the natural example. Under this hypothesis, `superexchange_half_filled` gives the reduced form and `superexchange_eq_zero_iff` the condition for it to vanish.

Superexchange is the name of a physical mechanism, whereas these theorems concern only the operator that carries its spin dependence. They contain no Hamiltonian, repulsion $U$, perturbation expansion or bridging ligand. In the half-filled two-site Hubbard model with hopping amplitude $t$ (here not a spin label) and $U\gg |t|$, textbook second-order perturbation theory multiplies $T_{ij}T_{ji}+T_{ji}T_{ij}$ by $-t^2/U$, which leads to the antiferromagnetic coupling $(4t^2/U)(\mathbf S_i\cdot\mathbf S_j-\tfrac14)$; that energy argument is not formalised here.

```lean
import Mathlib

open Matrix
open scoped Kronecker

namespace SuperexchangeOperator

noncomputable section

variable {ι A : Type*} [DecidableEq ι] [Ring A] [Algebra ℂ A]

/-- Canonical anticommutation relations for annihilators `c i s` and creators `d i s`
with site `i` and spin `s`. -/
structure CAR (c d : ι → Fin 2 → A) : Prop where
  cc : ∀ i j s t, c i s * c j t + c j t * c i s = 0
  dd : ∀ i j s t, d i s * d j t + d j t * d i s = 0
  cd : ∀ i j s t, c i s * d j t + d j t * c i s =
    if i = j then (if s = t then 1 else 0) else 0

/-- Spin-conserving hopping from site `j` to site `i`; for `i = j` it is the occupation number. -/
def hop (c d : ι → Fin 2 → A) (i j : ι) : A := ∑ s, d i s * c j s

/-- The x component of the spin on site `i`. -/
def spinX (c d : ι → Fin 2 → A) (i : ι) : A :=
  (1 / 2 : ℂ) • (d i 0 * c i 1 + d i 1 * c i 0)

/-- The y component of the spin on site `i`. -/
def spinY (c d : ι → Fin 2 → A) (i : ι) : A :=
  (Complex.I / 2) • (d i 1 * c i 0 - d i 0 * c i 1)

/-- The z component of the spin on site `i`. -/
def spinZ (c d : ι → Fin 2 → A) (i : ι) : A :=
  (1 / 2 : ℂ) • (d i 0 * c i 0 - d i 1 * c i 1)

/-- The scalar product of the spins on sites `i` and `j`. -/
def spinDot (c d : ι → Fin 2 → A) (i j : ι) : A :=
  spinX c d i * spinX c d j + spinY c d i * spinY c d j + spinZ c d i * spinZ c d j

/-- Acting on `P`, the occupation numbers of sites `i` and `j` are both one. -/
structure HalfFilled (c d : ι → Fin 2 → A) (i j : ι) (P : A) : Prop where
  li : hop c d i i * P = P
  lj : hop c d j j * P = P

omit [DecidableEq ι] in
/-- The sum over `s` and `t` of `d i s * c i t * (d j t * c j s)` is half the product of the
occupation numbers plus twice the scalar product of the spins. -/
theorem spin_exchange (c d : ι → Fin 2 → A) (i j : ι) :
    ∑ s, ∑ t, d i s * c i t * (d j t * c j s) =
      (1 / 2 : ℂ) • (hop c d i i * hop c d j j) + (2 : ℂ) • spinDot c d i j := by
  have hI : Complex.I / 2 * (Complex.I / 2) = -(1 / 4) := by
    linear_combination (1 / 4) * Complex.I_mul_I
  simp only [spinDot, spinX, spinY, spinZ, hop, Fin.sum_univ_two]
  simp only [smul_mul_assoc, mul_smul_comm, smul_smul, hI]
  simp only [mul_add, add_mul, mul_sub, sub_mul]
  module

/-- The superexchange operator: for distinct sites, hopping from `i` to `j` and back equals `n_i -
n_i n_j / 2 - 2 S_i · S_j`. -/
theorem superexchange {c d : ι → Fin 2 → A} (h : CAR c d) {i j : ι} (hij : i ≠ j) :
    hop c d i j * hop c d j i = hop c d i i - (1 / 2 : ℂ) • (hop c d i i * hop c d j j)
      - (2 : ℂ) • spinDot c d i j := by
  -- bring the operators of each site together
  have key : ∀ s t, d i s * c j s * (d j t * c i t) =
      d i s * (if s = t then 1 else 0) * c i t - d i s * c i t * (d j t * c j s) := by
    intro s t
    have h1 := h.cd j j s t
    rw [if_pos rfl] at h1
    have h2 := h.cc j i s t
    have h3 := h.cd i j t t
    rw [if_neg hij] at h3
    linear_combination (norm := noncomm_ring)
      d i s * h1 * c i t - d i s * d j t * h2 + d i s * h3 * c j s
  have e : hop c d i j * hop c d j i =
      hop c d i i - ∑ s, ∑ t, d i s * c i t * (d j t * c j s) := by
    calc _ = ∑ s, ∑ t, d i s * c j s * (d j t * c i t) := by
          simp only [hop, Finset.sum_mul_sum]
      _ = ∑ s, ∑ t, (d i s * (if s = t then 1 else 0) * c i t
            - d i s * c i t * (d j t * c j s)) :=
          Finset.sum_congr rfl fun s _ => Finset.sum_congr rfl fun t _ => key s t
      _ = _ := by
          simp only [Finset.sum_sub_distrib, mul_ite, mul_one, mul_zero, ite_mul, zero_mul,
            Finset.sum_ite_eq, Finset.mem_univ, if_true, hop]
  rw [e, spin_exchange]
  abel

/-- On two distinct, singly occupied sites the superexchange operator is `2 (1/4 - S_i · S_j)`. -/
theorem superexchange_half_filled {c d : ι → Fin 2 → A} (h : CAR c d) {i j : ι} (hij : i ≠ j)
    {P : A} (hP : HalfFilled c d i j P) :
    hop c d i j * hop c d j i * P = (2 : ℂ) • ((1 / 4 : ℂ) • P - spinDot c d i j * P) := by
  rw [superexchange h hij]
  simp only [sub_mul, smul_mul_assoc, mul_assoc, hP.lj, hP.li]
  module

/-- On two distinct, singly occupied sites, hopping there and back vanishes exactly when `S_i · S_j`
acts as `1/4`. -/
theorem superexchange_eq_zero_iff {c d : ι → Fin 2 → A} (h : CAR c d) {i j : ι} (hij : i ≠ j)
    {P : A} (hP : HalfFilled c d i j P) :
    hop c d i j * hop c d j i * P = 0 ↔ spinDot c d i j * P = (1 / 4 : ℂ) • P := by
  rw [superexchange_half_filled h hij hP]
  constructor
  · intro e
    calc spinDot c d i j * P = (1 / 4 : ℂ) • P
          - (1 / 2 : ℂ) • ((2 : ℂ) • ((1 / 4 : ℂ) • P - spinDot c d i j * P)) := by module
      _ = (1 / 4 : ℂ) • P := by rw [e, smul_zero, sub_zero]
  · intro e
    rw [e, sub_self, smul_zero]

/-- Annihilators of one site in the basis empty, up, down, doubly occupied. -/
def siteC : Fin 2 → Matrix (Fin 4) (Fin 4) ℂ :=
  ![!![0, 1, 0, 0; 0, 0, 0, 0; 0, 0, 0, 1; 0, 0, 0, 0],
    !![0, 0, 1, 0; 0, 0, 0, -1; 0, 0, 0, 0; 0, 0, 0, 0]]

/-- Creators of one site in the same basis. -/
def siteD : Fin 2 → Matrix (Fin 4) (Fin 4) ℂ :=
  ![!![0, 0, 0, 0; 1, 0, 0, 0; 0, 0, 0, 0; 0, 0, 1, 0],
    !![0, 0, 0, 0; 0, 0, 0, 0; 1, 0, 0, 0; 0, -1, 0, 0]]

/-- The fermion parity of one site. -/
def siteZ : Matrix (Fin 4) (Fin 4) ℂ := !![1, 0, 0, 0; 0, -1, 0, 0; 0, 0, -1, 0; 0, 0, 0, 1]

/-- The projector onto single occupancy of one site. -/
def siteQ : Matrix (Fin 4) (Fin 4) ℂ := !![0, 0, 0, 0; 0, 1, 0, 0; 0, 0, 1, 0; 0, 0, 0, 0]

/-- The Jordan–Wigner embedding of a one-site operator into the two-site Fock space. -/
def jw (M : Matrix (Fin 4) (Fin 4) ℂ) : Fin 2 → Matrix (Fin 4 × Fin 4) (Fin 4 × Fin 4) ℂ
  | 0 => M ⊗ₖ (1 : Matrix (Fin 4) (Fin 4) ℂ)
  | 1 => siteZ ⊗ₖ M

set_option maxHeartbeats 400000 in
/-- The anticommutation relations on one site. -/
theorem site_car (s t : Fin 2) :
    siteC s * siteC t + siteC t * siteC s = (0 : ℂ) • 1 ∧
    siteD s * siteD t + siteD t * siteD s = (0 : ℂ) • 1 ∧
    siteC s * siteD t + siteD t * siteC s = (if s = t then (1 : ℂ) else 0) • 1 := by
  refine ⟨?_, ?_, ?_⟩ <;> ext a b <;>
    fin_cases s <;> fin_cases t <;> fin_cases a <;> fin_cases b <;>
      simp [siteC, siteD]

set_option maxHeartbeats 400000 in
/-- The parity of one site squares to one and anticommutes with annihilators and creators. -/
theorem site_parity : siteZ * siteZ = 1 ∧ (∀ s, siteC s * siteZ + siteZ * siteC s = 0) ∧
    ∀ s, siteD s * siteZ + siteZ * siteD s = 0 := by
  refine ⟨?_, fun s => ?_, fun s => ?_⟩ <;> ext a b
  · fin_cases a <;> fin_cases b <;> simp [siteZ, Matrix.mul_apply, Fin.sum_univ_four]
  all_goals fin_cases s <;> fin_cases a <;> fin_cases b <;>
    simp [siteC, siteD, siteZ]

/-- If two one-site operators anticommute with the parity and their anticommutator is `r` times the
identity, then their Jordan–Wigner embeddings have anticommutator `r` times the identity on equal
sites and zero on different sites. -/
theorem jw_anticomm {M N : Matrix (Fin 4) (Fin 4) ℂ} {r : ℂ} (h : M * N + N * M = r • 1)
    (hM : M * siteZ + siteZ * M = 0) (hN : N * siteZ + siteZ * N = 0) (i j : Fin 2) :
    jw M i * jw N j + jw N j * jw M i = if i = j then r • 1 else 0 := by
  match i, j with
  | 0, 0 =>
    rw [if_pos rfl]
    simp only [jw]
    rw [← mul_kronecker_mul, ← mul_kronecker_mul, mul_one, ← add_kronecker, h,
      smul_kronecker, one_kronecker_one]
  | 0, 1 =>
    rw [if_neg (by decide)]
    simp only [jw]
    rw [← mul_kronecker_mul, ← mul_kronecker_mul, one_mul, mul_one, ← add_kronecker, hM,
      zero_kronecker]
  | 1, 0 =>
    rw [if_neg (by decide)]
    simp only [jw]
    rw [← mul_kronecker_mul, ← mul_kronecker_mul, one_mul, mul_one, ← add_kronecker,
      add_comm (siteZ * N), hN, zero_kronecker]
  | 1, 1 =>
    rw [if_pos rfl]
    simp only [jw]
    rw [← mul_kronecker_mul, ← mul_kronecker_mul, ← kronecker_add, site_parity.1, h,
      kronecker_smul, one_kronecker_one]

set_option maxHeartbeats 400000 in
/-- The Jordan–Wigner matrices satisfy the anticommutation relations, and the product of the
one-site projectors is a nonzero singly occupied element. -/
theorem superexchange_witness :
    CAR (fun i s => jw (siteC s) i) (fun i s => jw (siteD s) i) ∧
    HalfFilled (fun i s => jw (siteC s) i) (fun i s => jw (siteD s) i) 0 1 (siteQ ⊗ₖ siteQ) ∧
    siteQ ⊗ₖ siteQ ≠ 0 := by
  obtain ⟨hZ, hC, hD⟩ := site_parity
  -- the one-site occupation number is diagonal
  have hn : siteD 0 * siteC 0 + siteD 1 * siteC 1 =
      !![0, 0, 0, 0; 0, 1, 0, 0; 0, 0, 1, 0; 0, 0, 0, 2] := by
    ext a b
    fin_cases a <;> fin_cases b <;>
      simp [siteC, siteD]
    norm_num
  have hl : (siteD 0 * siteC 0 + siteD 1 * siteC 1) * siteQ = siteQ := by
    rw [hn]
    ext a b
    fin_cases a <;> fin_cases b <;> simp [siteQ, Matrix.mul_apply, Fin.sum_univ_four]
  refine ⟨⟨fun i j s t => ?_, fun i j s t => ?_, fun i j s t => ?_⟩, ⟨?_, ?_⟩, ?_⟩
  · exact (jw_anticomm (site_car s t).1 (hC s) (hC t) i j).trans (by simp)
  · exact (jw_anticomm (site_car s t).2.1 (hD s) (hD t) i j).trans (by simp)
  · exact (jw_anticomm (site_car s t).2.2 (hC s) (hD t) i j).trans (by split_ifs <;> simp)
  · simp only [hop, Fin.sum_univ_two, jw]
    rw [← mul_kronecker_mul, ← mul_kronecker_mul, mul_one, ← add_kronecker,
      ← mul_kronecker_mul, hl, one_mul]
  · simp only [hop, Fin.sum_univ_two, jw]
    rw [← mul_kronecker_mul, ← mul_kronecker_mul, hZ, ← kronecker_add,
      ← mul_kronecker_mul, hl, one_mul]
  · intro e
    have e' := congrFun (congrFun e (1, 1)) (1, 1)
    simp [siteQ, Matrix.kroneckerMap_apply] at e'

end

end SuperexchangeOperator
```

```lean
#print axioms SuperexchangeOperator.superexchange_eq_zero_iff
```

```
'SuperexchangeOperator.superexchange_eq_zero_iff' depends on axioms: [propext, Classical.choice, Quot.sound]
```

### How the proof follows the algebra

`spin_exchange` is the spin identity. It needs neither the anticommutators nor distinct sites, since the factors always keep their order. The auxiliary equation `hI` records $(\mathrm i/2)^2=-\tfrac14$; after the products are expanded, `module` compares the coefficients of the remaining terms.

In `superexchange`, the statement `key` is the three-step reordering for fixed spins. Its hypotheses `h1`, `h2` and `h3` are the three anticommutators in the order used above. `linear_combination` multiplies each by the operators standing to its left and right and adds them with the correct signs, and `noncomm_ring` confirms that the result holds without commuting any factors. The equation `e` then sums over the spins, where the Kronecker delta leaves $n_i$. Rewriting with `spin_exchange` completes the identity.

`superexchange_half_filled` multiplies the identity by `P` on the right and applies the two occupation equations. For the equivalence, one direction solves the reduced form for `spinDot c d i j * P`, and the other substitutes the value ¼.

The remaining lemmas build a concrete example on the sixteen-dimensional Fock space of two sites, labelled 0 and 1. `siteC` and `siteD` are the annihilators and creators of one site in the basis empty, up, down, doubly occupied. `site_car` checks their anticommutators entry by entry, and `site_parity` checks that the parity matrix `siteZ` squares to one and anticommutes with each of them.

The map `jw` is the Jordan–Wigner construction: it sends a one-site matrix $M$ to $M\otimes1$ on site 0 and to $Z\otimes M$ on site 1, where $Z$ is the parity. `jw_anticomm` treats the four pairs of sites. On equal sites the one-site anticommutator survives; on different sites the parity makes the two terms cancel.

Finally, `superexchange_witness` shows that these matrices satisfy `CAR` and that `siteQ ⊗ₖ siteQ`, the projector onto one fermion per site, satisfies `HalfFilled`. One diagonal entry of this projector equals 1, so it is nonzero, and the single-occupancy theorems apply to more than the trivial choice $P=0$.
